# For a diagonalizable square root with positive eigenvalues, linearized errors of simplified Newton iteration stay bounded exactly when no eigenvalue exceeds three times another

## Newton step, error map and bounded errors

All matrices are real and square, with rows and columns labelled by a finite index set. Let X be an invertible matrix and A = X², so that X is a square root of A. Simplified Newton iteration for the square root replaces an invertible matrix Y by

(Y + Y⁻¹A)/2.

Write an iterate near the root as Y = X + E, where E is the error. The linearized error map at X is

L(E) = (E − X⁻¹EX)/2,

and L^k means L applied k times. Errors are called bounded at X if, for every starting matrix E and every pair i, j, the numbers |L^k(E)_ij| have a bound that does not depend on k. Since there are finitely many entries, this is the same as boundedness in any matrix norm.

## Square roots of overlap matrices

In a nonorthogonal basis of real, linearly independent functions, the overlap matrix S is symmetric positive definite. Its inverse square root gives Löwdin's symmetric orthogonalization, and its square root converts coefficients to the orthogonalized basis. With A = S, one Newton step in a program is a linear solve and an average:

Y = 0.5 * (Y + solve(Y, S))

Started from the identity, every iterate is a rational function of S and commutes with X = S^(1/2). The error then commutes with X as well, and L(E) = 0. Rounding can introduce errors that do not commute with X, and L describes what happens to them to first order. In a run that goes wrong, the residual Y² − S can first fall and then rise again.

## The factor-of-three criterion

Let X = P diag(x) P⁻¹ with P invertible and all x_i positive. Errors are bounded at X if and only if

x_j² ≤ 9x_i² for all i, j.

Diagonal X is the case P = 1. A symmetric positive definite X has this form with P orthogonal, by the spectral theorem. The numbers x_i² are the eigenvalues of A, so for an overlap matrix the first-order test is that no eigenvalue of S exceeds nine times another. If the ratio is 100, some error component is multiplied by (1 − 10)/2 = −4.5 per step, which is a growth of about 3.4 million in ten linearized steps.

For diagonal X with positive entries there is also a strict version: every error decays to zero if and only if x_j < 3x_i for all i, j.

## Expanding one step about the root

Suppose X and X + E are invertible, and set U = X⁻¹ and V = (X + E)⁻¹. Multiplying (X + E)V = 1 by U from the left gives V + UEV = U, hence

V = U − UEV.

Inserting this equation into its own right-hand side gives

V = U − UEU + UEUEV.

Now multiply by X² from the right and use UX = 1:

VX² = X − X⁻¹EX + X⁻¹EX⁻¹E(X + E)⁻¹X².

Adding X + E and halving gives the Newton step:

(Y + Y⁻¹X²)/2 = X + L(E) + (1/2) X⁻¹EX⁻¹E(X + E)⁻¹X².

The last term has two factors E besides the inverse (X + E)⁻¹, which stays bounded for small E. It is therefore of second order, which identifies L as the linear part.

## One factor per matrix entry

For X = diag(x), the entry (X⁻¹EX)_ij equals E_ij x_j/x_i. Therefore

L(E)_ij = r_ij E_ij, with r_ij = (1 − x_j/x_i)/2,

and k steps give

L^k(E)_ij = r_ij^k E_ij.

Put q = x_j/x_i > 0. The condition |r_ij| ≤ 1 means −2 ≤ 1 − q ≤ 2, that is, −1 ≤ q ≤ 3. The lower bound holds automatically, so what remains is x_j ≤ 3x_i. Both sides are positive, so this is equivalent to x_j² ≤ 9x_i².

If the condition holds for all pairs, then |L^k(E)_ij| ≤ |E_ij| for every k. If it fails for some pair, take E with all entries equal to 1: the entry at i, j is r_ij^k, which is unbounded because |r_ij| > 1. For decay, r_ij^k → 0 exactly when |r_ij| < 1, and the same calculation with strict inequalities gives x_j < 3x_i.

## Changing the basis

Let X = PDP⁻¹ and E = PFP⁻¹. Then X⁻¹EX = P(D⁻¹FD)P⁻¹, so the error map at X sends E to P L_D(F) P⁻¹, where L_D is the error map at D. By induction the same holds for k steps. If |L_D^k(F)_ab| ≤ C_ab for all k, the triangle inequality bounds the entry i, j of the transformed error by

Σ_b (Σ_a |P_ia| C_ab) |(P⁻¹)_bj|.

Boundedness thus passes from D to X, and applying the same argument with P⁻¹ takes it back.

## One and two basis functions

For a 1 × 1 matrix the only factor is (1 − 1)/2 = 0. The linearized error vanishes after one step. For a root x and an iterate x + e, the Newton step leaves the error e²/(2(x + e)), which is of second order in e.

For X = diag(1, t) with t > 1, the two off-diagonal factors are (1 − t)/2 and (1 − 1/t)/2. The second lies between 0 and 1/2. The first reaches −1 at t = 3, where the error entry changes sign at each step without growing or decaying, and beyond t = 3 it grows.

## The statements in Lean

The type `n` is the finite index set, and `Matrix n n ℝ` holds the matrices. `newtonStep A Y` is the Newton step, `errorMap X E` is L(E), and `(errorMap X)^[k]` is its k-fold iterate. In `BoundedErrors X` the constant `C` is chosen after `E`, `i` and `j` but before `k`, which makes the bound uniform in the number of steps. Invertibility is written as `IsUnit X.det`.

The hypothesis `∀ i, 0 < x i` stands for the positive spectrum of the root of an overlap matrix. The main criterion is `boundedErrors_diagonal_iff` for diagonal X and `boundedErrors_diagonalizable_iff` for the general form; the decay criterion `errors_tendsto_zero_iff` is stated for diagonal X only. These criteria do not cover roots that are not diagonalizable over the reals. The boundedness and decay theorems concern iterates of L, not the full nonlinear iteration or a model of floating-point rounding.

```lean
import Mathlib

open Filter Topology

namespace SimplifiedNewtonSqrt

noncomputable section

variable {n : Type*} [Fintype n] [DecidableEq n]

/-- One step of simplified Newton iteration for the square root of `A`,
`Y ↦ (Y + Y⁻¹ A) / 2`, for invertible `Y`. -/
def newtonStep (A Y : Matrix n n ℝ) : Matrix n n ℝ :=
  (1 / 2 : ℝ) • (Y + Y⁻¹ * A)

/-- The linearized error map `L(E) = (E - X⁻¹ E X) / 2` at an invertible square root `X`. -/
def errorMap (X E : Matrix n n ℝ) : Matrix n n ℝ :=
  (1 / 2 : ℝ) • (E - X⁻¹ * E * X)

/-- Every initial error `E` has bounded iterates under the linearized error map at an
invertible `X`: each matrix entry of `L^k(E)` is bounded uniformly in `k`. -/
def BoundedErrors (X : Matrix n n ℝ) : Prop :=
  ∀ (E : Matrix n n ℝ) (i j : n), ∃ C : ℝ, ∀ k : ℕ, |((errorMap X)^[k] E) i j| ≤ C

/-- If `X` and `X + E` are invertible, a Newton step for `X²` started at `X + E` gives `X`, plus the
linearized error `L(E)`, plus an explicit remainder with two factors `E` besides the inverse of
`X + E`. -/
theorem newtonStep_expansion (X E : Matrix n n ℝ) (hX : IsUnit X.det)
    (hY : IsUnit (X + E).det) :
    newtonStep (X * X) (X + E) = X + errorMap X E
      + (1 / 2 : ℝ) • (X⁻¹ * E * X⁻¹ * E * (X + E)⁻¹ * (X * X)) := by
  have hU := Matrix.nonsing_inv_mul X hX
  have hV := Matrix.mul_nonsing_inv (X + E) hY
  unfold newtonStep errorMap
  generalize X⁻¹ = U at hU ⊢
  generalize (X + E)⁻¹ = V at hV ⊢
  -- the resolvent identity, then inserted into itself
  have h1 : V = U - U * E * V := by
    have h : U * ((X + E) * V) = U := by rw [hV, mul_one]
    have h2 : U * ((X + E) * V) = (U * X) * V + U * E * V := by noncomm_ring
    rw [h2, hU, one_mul] at h
    exact eq_sub_of_add_eq h
  have h3 : V = U - U * E * U + U * E * U * E * V := by
    calc V = U - U * E * V := h1
      _ = U - U * E * (U - U * E * V) := congrArg (fun W => U - U * E * W) h1
      _ = U - U * E * U + U * E * U * E * V := by noncomm_ring
  have h4 : V * (X * X) = X - U * E * X + U * E * U * E * V * (X * X) := by
    calc V * (X * X) = (U - U * E * U + U * E * U * E * V) * (X * X) :=
          congrArg (fun W => W * (X * X)) h3
      _ = (U * X) * X - U * E * (U * X) * X + U * E * U * E * V * (X * X) := by
          noncomm_ring
      _ = X - U * E * X + U * E * U * E * V * (X * X) := by rw [hU, one_mul, mul_one]
  rw [h4]
  module

/-- For diagonal `X` with nonzero entries, `k` linearized steps multiply the error entry
`E i j` by the `k`-th power of `(1 - x j / x i) / 2`. -/
theorem iterate_errorMap_diagonal {x : n → ℝ} (hx : ∀ i, x i ≠ 0)
    (E : Matrix n n ℝ) (k : ℕ) (i j : n) :
    ((errorMap (Matrix.diagonal x))^[k] E) i j = ((1 - x j / x i) / 2) ^ k * E i j := by
  have hinv : (Matrix.diagonal x)⁻¹ = Matrix.diagonal (fun i => (x i)⁻¹) := by
    apply Matrix.inv_eq_left_inv
    simp [Matrix.diagonal_mul_diagonal, hx]
  induction k with
  | zero => simp
  | succ k ih =>
    rw [Function.iterate_succ_apply']
    unfold errorMap at ih ⊢
    rw [hinv] at ih ⊢
    simp only [Matrix.smul_apply, Matrix.sub_apply, Matrix.mul_diagonal,
      Matrix.diagonal_mul, smul_eq_mul] at ih ⊢
    rw [ih]
    ring

/-- For positive `a` and `b`, the error factor `(1 - b / a) / 2` has modulus at most one
exactly when `b² ≤ 9 a²`. -/
theorem abs_factor_le_one_iff {a b : ℝ} (ha : 0 < a) (hb : 0 < b) :
    |(1 - b / a) / 2| ≤ 1 ↔ b ^ 2 ≤ 9 * a ^ 2 := by
  have hq : 0 < b / a := div_pos hb ha
  constructor
  · intro h
    have h1 := (abs_le.1 h).1
    have h3 : b ≤ 3 * a := (div_le_iff₀ ha).1 (by linarith)
    nlinarith
  · intro h
    have h3 : b ≤ 3 * a := by
      by_contra hc
      have hc' := not_le.1 hc
      nlinarith
    have h4 : b / a ≤ 3 := (div_le_iff₀ ha).2 h3
    exact abs_le.2 ⟨by linarith, by linarith⟩

/-- For diagonal `X` with positive entries `x i`, the linearized error map of simplified
Newton iteration has bounded iterates for every real matrix `E` if and only if
`x j ² ≤ 9 x i ²` for all `i` and `j`. -/
theorem boundedErrors_diagonal_iff {x : n → ℝ} (hx : ∀ i, 0 < x i) :
    BoundedErrors (Matrix.diagonal x) ↔ ∀ i j, x j ^ 2 ≤ 9 * x i ^ 2 := by
  have hx0 : ∀ i, x i ≠ 0 := fun i => (hx i).ne'
  constructor
  · intro h i j
    rw [← abs_factor_le_one_iff (hx i) (hx j)]
    by_contra hc
    -- the all-ones error exposes the growing factor
    obtain ⟨C, hC⟩ := h (Matrix.of fun _ _ => 1) i j
    obtain ⟨k, hk⟩ := pow_unbounded_of_one_lt C (not_le.1 hc)
    have h1 := hC k
    rw [iterate_errorMap_diagonal hx0, Matrix.of_apply, mul_one, abs_pow] at h1
    exact not_lt_of_ge h1 hk
  · intro h E i j
    refine ⟨|E i j|, fun k => ?_⟩
    rw [iterate_errorMap_diagonal hx0, abs_mul, abs_pow]
    exact mul_le_of_le_one_left (abs_nonneg _)
      (pow_le_one₀ (abs_nonneg _) ((abs_factor_le_one_iff (hx i) (hx j)).2 (h i j)))

/-- For diagonal `X` with positive entries, every linearized error decays to zero, entry by
entry, if and only if `x j < 3 x i` for all `i` and `j`. -/
theorem errors_tendsto_zero_iff {x : n → ℝ} (hx : ∀ i, 0 < x i) :
    (∀ (E : Matrix n n ℝ) (i j : n),
      Tendsto (fun k : ℕ => ((errorMap (Matrix.diagonal x))^[k] E) i j) atTop (𝓝 0))
      ↔ ∀ i j, x j < 3 * x i := by
  have hx0 : ∀ i, x i ≠ 0 := fun i => (hx i).ne'
  simp only [iterate_errorMap_diagonal hx0]
  constructor
  · intro h i j
    have h1 := h (Matrix.of fun _ _ => 1) i j
    simp only [Matrix.of_apply, mul_one] at h1
    have h2 := (abs_lt.1 (tendsto_pow_atTop_nhds_zero_iff.1 h1)).1
    exact (div_lt_iff₀ (hx i)).1 (by linarith)
  · intro h E i j
    have hq : 0 < x j / x i := div_pos (hx j) (hx i)
    have h3 : x j / x i < 3 := (div_lt_iff₀ (hx i)).2 (h i j)
    have hr : |(1 - x j / x i) / 2| < 1 := abs_lt.2 ⟨by linarith, by linarith⟩
    have h4 := (tendsto_pow_atTop_nhds_zero_iff.2 hr).mul_const (E i j)
    rwa [zero_mul] at h4

/-- The linearized error map is covariant under an invertible change of basis `P`. -/
theorem errorMap_conj {P : Matrix n n ℝ} (hP : IsUnit P.det) (D F : Matrix n n ℝ) :
    errorMap (P * D * P⁻¹) (P * F * P⁻¹) = P * errorMap D F * P⁻¹ := by
  have hinv : (P * D * P⁻¹)⁻¹ = P * D⁻¹ * P⁻¹ := by
    rw [Matrix.mul_inv_rev, Matrix.mul_inv_rev, Matrix.nonsing_inv_nonsing_inv P hP,
      mul_assoc]
  have hQ := Matrix.nonsing_inv_mul P hP
  unfold errorMap
  rw [hinv]
  have h : P * D⁻¹ * P⁻¹ * (P * F * P⁻¹) * (P * D * P⁻¹) = P * (D⁻¹ * F * D) * P⁻¹ := by
    calc _ = P * D⁻¹ * (P⁻¹ * P) * F * (P⁻¹ * P) * D * P⁻¹ := by simp only [mul_assoc]
      _ = _ := by rw [hQ]; simp only [mul_one, mul_assoc]
  rw [h, Matrix.mul_smul, Matrix.smul_mul, mul_sub, sub_mul]

/-- Boundedness of all linearized errors is preserved by an invertible change of basis. -/
theorem BoundedErrors.conj {P D : Matrix n n ℝ} (hP : IsUnit P.det)
    (h : BoundedErrors D) : BoundedErrors (P * D * P⁻¹) := by
  intro E i j
  have hit : ∀ k : ℕ, (errorMap (P * D * P⁻¹))^[k] E
      = P * (errorMap D)^[k] (P⁻¹ * E * P) * P⁻¹ := by
    intro k
    induction k with
    | zero =>
      simp only [Function.iterate_zero, id_eq]
      calc E = (P * P⁻¹) * E * (P * P⁻¹) := by
            rw [Matrix.mul_nonsing_inv P hP, one_mul, mul_one]
        _ = _ := by simp only [mul_assoc]
    | succ k ih =>
      rw [Function.iterate_succ_apply', Function.iterate_succ_apply', ih, errorMap_conj hP]
  choose C hC using h (P⁻¹ * E * P)
  -- the triangle inequality in both matrix products
  refine ⟨∑ b, (∑ a, |P i a| * C a b) * |P⁻¹ b j|, fun k => ?_⟩
  rw [hit, Matrix.mul_apply]
  refine (Finset.abs_sum_le_sum_abs _ _).trans (Finset.sum_le_sum fun b _ => ?_)
  rw [abs_mul, Matrix.mul_apply]
  refine mul_le_mul_of_nonneg_right ?_ (abs_nonneg _)
  refine (Finset.abs_sum_le_sum_abs _ _).trans (Finset.sum_le_sum fun a _ => ?_)
  rw [abs_mul]
  exact mul_le_mul_of_nonneg_left (hC a b k) (abs_nonneg _)

/-- For `X = P diag(x) P⁻¹` with `P` invertible and all `x i` positive, all linearized errors
stay bounded if and only if `x j ² ≤ 9 x i ²` for all `i` and `j`. -/
theorem boundedErrors_diagonalizable_iff {P : Matrix n n ℝ} (hP : IsUnit P.det)
    {x : n → ℝ} (hx : ∀ i, 0 < x i) :
    BoundedErrors (P * Matrix.diagonal x * P⁻¹) ↔ ∀ i j, x j ^ 2 ≤ 9 * x i ^ 2 := by
  rw [← boundedErrors_diagonal_iff hx]
  refine ⟨fun h => ?_, fun h => h.conj hP⟩
  -- undo the change of basis
  have h1 := h.conj (Matrix.isUnit_nonsing_inv_det P hP)
  have h2 : P⁻¹ * (P * Matrix.diagonal x * P⁻¹) * P⁻¹⁻¹ = Matrix.diagonal x := by
    rw [Matrix.nonsing_inv_nonsing_inv P hP]
    calc _ = (P⁻¹ * P) * Matrix.diagonal x * (P⁻¹ * P) := by simp only [mul_assoc]
      _ = _ := by rw [Matrix.nonsing_inv_mul P hP, one_mul, mul_one]
  rwa [h2] at h1

end

end SimplifiedNewtonSqrt
```

```lean
#print axioms SimplifiedNewtonSqrt.newtonStep_expansion
-- 'SimplifiedNewtonSqrt.newtonStep_expansion' depends on axioms: [propext, Classical.choice, Quot.sound]
#print axioms SimplifiedNewtonSqrt.boundedErrors_diagonal_iff
-- 'SimplifiedNewtonSqrt.boundedErrors_diagonal_iff' depends on axioms: [propext, Classical.choice, Quot.sound]
#print axioms SimplifiedNewtonSqrt.errors_tendsto_zero_iff
-- 'SimplifiedNewtonSqrt.errors_tendsto_zero_iff' depends on axioms: [propext, Classical.choice, Quot.sound]
#print axioms SimplifiedNewtonSqrt.boundedErrors_diagonalizable_iff
-- 'SimplifiedNewtonSqrt.boundedErrors_diagonalizable_iff' depends on axioms: [propext, Classical.choice, Quot.sound]
```

## From the resolvent identity to the general criterion

`newtonStep_expansion` follows the expansion above. The `generalize` steps replace the two inverses by `U` and `V`, keeping only the products that equal 1. `h1` is the resolvent identity, `h3` is the identity inserted into itself, and `h4` is the version multiplied by X². The tactic `noncomm_ring` expands products without exchanging factors, and `module` collects the terms with their factors of one half.

`iterate_errorMap_diagonal` proves the entrywise power law by induction on `k`, after computing the inverse of a diagonal matrix. `abs_factor_le_one_iff` is the scalar inequality: `div_le_iff₀` clears the denominator, and `nlinarith` passes between b ≤ 3a and b² ≤ 9a².

These two lemmas give `boundedErrors_diagonal_iff`. In the forward direction, a factor of modulus greater than one is assumed, and `pow_unbounded_of_one_lt` supplies a step `k` at which the all-ones error exceeds its supposed bound. In the backward direction the bound is |E_ij|, because powers of a number in [0, 1] stay at most 1. For `errors_tendsto_zero_iff`, the criterion for powers tending to zero is `tendsto_pow_atTop_nhds_zero_iff`.

`errorMap_conj` is the change-of-basis identity for one step. `BoundedErrors.conj` extends it to `k` steps by induction, uses `choose` to collect the constants `C a b`, and applies the triangle inequality once for each matrix product. The final theorem uses this lemma with `P` in one direction and with `P⁻¹` in the other, where `h2` checks that the two changes of basis cancel.
